# SU(2) is homeomorphic to the unit three-sphere through U = a0 I − i a·σ

Take the three-sphere to be the set of pairs (a0, a), with a0 a real number and a a real 3-vector, that satisfy a0² + a·a = 1, with the topology inherited from ℝ × ℝ³. With I the 2×2 identity and σ the vector of Pauli matrices, I learned that every unitary 2×2 matrix of determinant one is

U = a0 I − i a·σ

for exactly one such pair, and that SU(2) therefore "is" the three-sphere. Can this be made rigorous, topology included, and checked by machine?

## The first column fixes the matrix

Yes. Write a = (a_x, a_y, a_z). Inserting the Pauli matrices gives the rows

(a0 − i a_z, −a_y − i a_x)
(a_y − i a_x, a0 + i a_z)

and the determinant

det U = (a0² + a_z²) + (a_y + i a_x)(a_y − i a_x) = a0² + a·a.

The Pauli matrices are Hermitian, so the adjoint is U† = a0 I + i a·σ. From (a·σ)(b·σ) = (a·b) I + i (a×b)·σ, the product rule is

(a0 I − i a·σ)(b0 I − i b·σ) = (a0 b0 − a·b) I − i (a0 b + b0 a + a×b)·σ.

Setting b0 = a0 and b = −a gives UU† = (a0² + a·a) I. On the sphere, U is therefore unitary with determinant one.

Conversely, let U have rows (α, β) and (γ, δ), with UU† = I and det U = 1. Its inverse is both the adjoint, with rows (α*, γ*) and (β*, δ*), and the adjugate, with rows (δ, −β) and (−γ, α). Comparing the first rows,

δ = α*, β = −γ*.

Now read off

a0 = Re α, a_x = −Im γ, a_y = Re γ, a_z = −Im α.

These numbers reproduce all four entries, and det U = 1 puts them on the sphere. They are unique because the first column determines them. Both directions of the map are continuous: the entries are linear in the parameters, and the parameters are real or imaginary parts of entries, up to sign.

For a0 = 4/5 and a = (2/5, 1/5, 2/5), the rows of U are (4 − 2i, −1 − 2i)/5 and (1 − 2i, 4 + 2i)/5. The determinant is (20 + 5)/25 = 1, and the first column returns the same four numbers. When a = 0, the sphere leaves only a0 = ±1, so U = ±I.

## What the Lean theorems say

In the code, `a 0`, `a 1` and `a 2` are a_x, a_y and a_z, while `a0` is the separate scalar. `pauliForm a0 a` is a0 I − i a·σ, and SU(2) is Mathlib's `Matrix.specialUnitaryGroup (Fin 2) ℂ`. The set `threeSphere` is defined by its equation because Mathlib's default norm on these pairs is the maximum norm, whose unit sphere is the surface of a hypercube.

`mem_SU2_iff` says that U is in SU(2) exactly when one and only one real pair satisfies both the sphere equation and U = `pauliForm p.1 p.2`. `threeSphere_homeomorph_SU2` provides a homeomorphism given by this formula. Smoothness and the map to SO(3) are not treated.

For a single isolated spin one-half, the result means that any unitary evolution, once its global phase is chosen to make the determinant one, is described by four real numbers with one constraint. That choice leaves the sign of U free, so (a0, a) and (−a0, −a) describe the same physical evolution.

```lean
import Mathlib

open Matrix

namespace SU2ThreeSphere

noncomputable section

/-- The Pauli matrix `σ_x`. -/
def pauliX : Matrix (Fin 2) (Fin 2) ℂ := !![0, 1; 1, 0]

/-- The Pauli matrix `σ_y`. -/
def pauliY : Matrix (Fin 2) (Fin 2) ℂ := !![0, -Complex.I; Complex.I, 0]

/-- The Pauli matrix `σ_z`. -/
def pauliZ : Matrix (Fin 2) (Fin 2) ℂ := !![1, 0; 0, -1]

/-- The matrix `a · σ` of a real three-vector `a`. -/
def pauliDot (a : Fin 3 → ℝ) : Matrix (Fin 2) (Fin 2) ℂ :=
  (a 0 : ℂ) • pauliX + (a 1 : ℂ) • pauliY + (a 2 : ℂ) • pauliZ

/-- The matrix `a0 I - i a · σ` with real parameters `a0` and `a`. -/
def pauliForm (a0 : ℝ) (a : Fin 3 → ℝ) : Matrix (Fin 2) (Fin 2) ℂ :=
  (a0 : ℂ) • (1 : Matrix (Fin 2) (Fin 2) ℂ) - Complex.I • pauliDot a

/-- The unit three-sphere: pairs `(a0, a)` with `a0² + a · a = 1`. -/
def threeSphere : Set (ℝ × (Fin 3 → ℝ)) := {p | p.1 ^ 2 + p.2 ⬝ᵥ p.2 = 1}

/-- Four real numbers read off from the first column of a matrix. -/
def coords (U : Matrix (Fin 2) (Fin 2) ℂ) : ℝ × (Fin 3 → ℝ) :=
  ((U 0 0).re, ![-(U 1 0).im, (U 1 0).re, -(U 0 0).im])

/-- The entries of `a0 I - i a · σ`. -/
theorem pauliForm_entries (a0 : ℝ) (a : Fin 3 → ℝ) :
    pauliForm a0 a =
      !![(a0 : ℂ) - Complex.I * (a 2 : ℂ), -(a 1 : ℂ) - Complex.I * (a 0 : ℂ);
         (a 1 : ℂ) - Complex.I * (a 0 : ℂ), (a0 : ℂ) + Complex.I * (a 2 : ℂ)] := by
  ext i j
  fin_cases i <;> fin_cases j <;> apply Complex.ext <;>
    simp [pauliForm, pauliDot, pauliX, pauliY, pauliZ]

/-- Taking the adjoint of `a0 I - i a · σ` reverses the vector `a`. -/
theorem pauliForm_conjTranspose (a0 : ℝ) (a : Fin 3 → ℝ) :
    (pauliForm a0 a)ᴴ = pauliForm a0 (-a) := by
  simp only [pauliForm_entries]
  ext i j
  fin_cases i <;> fin_cases j <;> apply Complex.ext <;> simp

/-- The determinant of `a0 I - i a · σ` is `a0² + a · a`. -/
theorem pauliForm_det (a0 : ℝ) (a : Fin 3 → ℝ) :
    (pauliForm a0 a).det = ((a0 ^ 2 + a ⬝ᵥ a : ℝ) : ℂ) := by
  rw [pauliForm_entries, Matrix.det_fin_two_of]
  simp only [dotProduct, Fin.sum_univ_three]
  push_cast
  linear_combination (-((a 2 : ℂ) ^ 2 + (a 0 : ℂ) ^ 2)) * Complex.I_sq

/-- Matrices of the form `a0 I - i a · σ` multiply by the quaternion rule: the scalar part
is `a0 b0 - a · b` and the vector part is `a0 b + b0 a + a × b`. -/
theorem pauliForm_mul (a0 b0 : ℝ) (a b : Fin 3 → ℝ) :
    pauliForm a0 a * pauliForm b0 b =
      pauliForm (a0 * b0 - a ⬝ᵥ b) (a0 • b + b0 • a + (a ⨯₃ b)) := by
  simp only [pauliForm_entries]
  ext i j
  fin_cases i <;> fin_cases j <;> apply Complex.ext <;>
    simp [Matrix.mul_apply, Fin.sum_univ_two, cross_apply, dotProduct,
      Fin.sum_univ_three] <;> ring

/-- The parameters `(a0, a)` are recovered from the first column of `a0 I - i a · σ`. -/
theorem coords_pauliForm (a0 : ℝ) (a : Fin 3 → ℝ) :
    coords (pauliForm a0 a) = (a0, a) := by
  rw [pauliForm_entries]
  refine Prod.ext ?_ (funext fun k => ?_)
  · simp [coords]
  · fin_cases k <;> simp [coords]

/-- Each point `(a0, a)` of the three-sphere gives a matrix `a0 I - i a · σ` in SU(2). -/
theorem pauliForm_mem (p : ℝ × (Fin 3 → ℝ)) (hp : p ∈ threeSphere) :
    pauliForm p.1 p.2 ∈ Matrix.specialUnitaryGroup (Fin 2) ℂ := by
  have h : p.1 ^ 2 + p.2 ⬝ᵥ p.2 = 1 := hp
  rw [Matrix.mem_specialUnitaryGroup_iff, Matrix.mem_unitaryGroup_iff,
    Matrix.star_eq_conjTranspose, pauliForm_conjTranspose, pauliForm_mul, pauliForm_det, h]
  refine ⟨?_, by simp⟩
  -- the product with the adjoint has scalar part one and vector part zero
  have h1 : p.1 * p.1 - p.2 ⬝ᵥ (-p.2) = 1 := by
    rw [dotProduct_neg]
    linarith
  have h2 : p.1 • (-p.2) + p.1 • p.2 + (p.2 ⨯₃ (-p.2)) = 0 := by
    simp [cross_self]
  rw [h1, h2]
  simp [pauliForm, pauliDot]

/-- A matrix in SU(2) equals `a0 I - i a · σ` with `(a0, a)` read off from its first column,
and these parameters lie on the three-sphere. -/
theorem coords_of_mem (U : Matrix (Fin 2) (Fin 2) ℂ)
    (hU : U ∈ Matrix.specialUnitaryGroup (Fin 2) ℂ) :
    coords U ∈ threeSphere ∧ U = pauliForm (coords U).1 (coords U).2 := by
  obtain ⟨hu, hdet⟩ := Matrix.mem_specialUnitaryGroup_iff.mp hU
  have h : Uᴴ * U = 1 := Matrix.mem_unitaryGroup_iff'.mp hu
  -- the adjoint and the adjugate are both the inverse of U
  have hadj : Uᴴ = U.adjugate := by
    calc Uᴴ = Uᴴ * (U * U.adjugate) := by
          rw [Matrix.mul_adjugate, hdet, one_smul, mul_one]
      _ = U.adjugate := by rw [← mul_assoc, h, one_mul]
  have h00 : star (U 0 0) = U 1 1 := by
    have := congrFun (congrFun hadj 0) 0
    simpa [Matrix.adjugate_fin_two] using this
  have h01 : star (U 1 0) = -U 0 1 := by
    have := congrFun (congrFun hadj 0) 1
    simpa [Matrix.adjugate_fin_two] using this
  have e1 : (U 0 0).re = (U 1 1).re := by simpa using congrArg Complex.re h00
  have e2 : -(U 0 0).im = (U 1 1).im := by simpa using congrArg Complex.im h00
  have e3 : (U 1 0).re = -(U 0 1).re := by simpa using congrArg Complex.re h01
  have e4 : (U 1 0).im = (U 0 1).im := by simpa using congrArg Complex.im h01
  have key : U = pauliForm (coords U).1 (coords U).2 := by
    rw [pauliForm_entries]
    ext i j
    fin_cases i <;> fin_cases j <;> apply Complex.ext <;> simp [coords] <;> linarith
  refine ⟨?_, key⟩
  -- the unit determinant is the equation of the sphere
  have hd := pauliForm_det (coords U).1 (coords U).2
  rw [← key, hdet] at hd
  exact (Complex.ofReal_injective (by rw [Complex.ofReal_one]; exact hd)).symm

/-- A complex 2×2 matrix is unitary with determinant one if and only if it equals
`a0 I - i a · σ` for exactly one real pair `(a0, a)` with `a0² + a · a = 1`. -/
theorem mem_SU2_iff (U : Matrix (Fin 2) (Fin 2) ℂ) :
    U ∈ Matrix.specialUnitaryGroup (Fin 2) ℂ ↔
      ∃! p : ℝ × (Fin 3 → ℝ), p.1 ^ 2 + p.2 ⬝ᵥ p.2 = 1 ∧ U = pauliForm p.1 p.2 := by
  constructor
  · intro hU
    refine ⟨coords U, coords_of_mem U hU, ?_⟩
    rintro p ⟨_, hp⟩
    rw [hp, coords_pauliForm]
  · rintro ⟨p, ⟨hp, hU⟩, _⟩
    rw [hU]
    exact pauliForm_mem p hp

/-- The map `(a0, a) ↦ a0 I - i a · σ` is a homeomorphism from the three-sphere to SU(2). -/
theorem threeSphere_homeomorph_SU2 :
    ∃ e : threeSphere ≃ₜ Matrix.specialUnitaryGroup (Fin 2) ℂ,
      ∀ p : threeSphere, (e p : Matrix (Fin 2) (Fin 2) ℂ) = pauliForm p.1.1 p.1.2 := by
  have hf : Continuous fun p : threeSphere => pauliForm p.1.1 p.1.2 := by
    unfold pauliForm pauliDot
    fun_prop
  have hentry : ∀ i j, Continuous fun U : Matrix (Fin 2) (Fin 2) ℂ => U i j :=
    fun i j => continuous_id.matrix_elem i j
  have hg : Continuous coords := by
    refine Continuous.prodMk (Complex.continuous_re.comp (hentry 0 0))
      (continuous_pi fun k => ?_)
    fin_cases k
    · exact (Complex.continuous_im.comp (hentry 1 0)).neg
    · exact Complex.continuous_re.comp (hentry 1 0)
    · exact (Complex.continuous_im.comp (hentry 0 0)).neg
  exact ⟨{  toFun := fun p => ⟨pauliForm p.1.1 p.1.2, pauliForm_mem p.1 p.2⟩
            invFun := fun U => ⟨coords U.1, (coords_of_mem U.1 U.2).1⟩
            left_inv := fun p => Subtype.ext (coords_pauliForm p.1.1 p.1.2)
            right_inv := fun U => Subtype.ext (coords_of_mem U.1 U.2).2.symm
            continuous_toFun := hf.subtype_mk _
            continuous_invFun := (hg.comp continuous_subtype_val).subtype_mk _ },
    fun _ => rfl⟩

end

end SU2ThreeSphere
```

```lean
#print axioms SU2ThreeSphere.mem_SU2_iff
#print axioms SU2ThreeSphere.threeSphere_homeomorph_SU2
```

```
'SU2ThreeSphere.mem_SU2_iff' depends on axioms: [propext, Classical.choice, Quot.sound]
'SU2ThreeSphere.threeSphere_homeomorph_SU2' depends on axioms: [propext, Classical.choice, Quot.sound]
```

## How the proof follows the algebra

`pauliForm_entries` writes out the matrix. `pauliForm_conjTranspose` and `pauliForm_mul` then compare real and imaginary parts entry by entry, with `ring` finishing the product rule. In `pauliForm_det`, `linear_combination` supplies i² = −1. `pauliForm_mem` combines these three results to place each point of the sphere in SU(2).

The converse is `coords_of_mem`. Its `calc` block proves that adjoint and adjugate agree, `h00` and `h01` are the relations δ = α* and β = −γ*, and `linarith` matches the entries after they are split into real and imaginary parts. The determinant formula then gives the sphere equation.

`coords_pauliForm` shows that `coords` recovers the parameters, which gives uniqueness in `mem_SU2_iff`. In the last theorem it also serves as the left inverse, with `coords_of_mem` as the right inverse; `hf` and `hg` supply the two continuity statements.
